# Energies and spin symmetries of a spin-1/2 dimer with axial and antisymmetric exchange

To say that a dimer has the energy $K/4$ "twice" requires a decision about what is being counted. Here the count is the multiplicity of a root of the characteristic polynomial. This keeps the statement correct when energies happen to coincide: if another level also falls at $K/4$, its factor adds to the two already there. The operators are explicit complex matrices in the ordered basis $\uparrow\uparrow, \uparrow\downarrow, \downarrow\uparrow, \downarrow\downarrow$, with $\hbar=1$.

For real $J$, $K$ and $D$, the Hamiltonian is

$$H = J(S_x\otimes S_x+S_y\otimes S_y)+K\,S_z\otimes S_z+D(S_x\otimes S_y-S_y\otimes S_x).$$

The first factor of each product acts on site 1 and the second on site 2. $J$ is the in-plane exchange and $K$ the axial exchange. $D$ is the $z$ component of the antisymmetric, or Dzyaloshinskii–Moriya, exchange, which spin-orbit coupling can produce on a bond without an inversion centre. All three are given parameters of the model.

The claim is that $H$ has the eigenvalues $K/4$, twice, and

$$E_\pm=-\frac K4\pm\frac{\sqrt{J^2+D^2}}2 .$$

It always commutes with the total $S_z$, and it commutes with the total $S^2$ exactly when $D=0$.

## Diagonalising the antiparallel block

The axial term is diagonal, with value $K/4$ on parallel and $-K/4$ on antiparallel spins. In $S_x\otimes S_x+S_y\otimes S_y$ the amplitudes between $\uparrow\uparrow$ and $\downarrow\downarrow$ cancel, while $\uparrow\downarrow$ and $\downarrow\uparrow$ are joined with amplitude $1/2$. For the antisymmetric term, the element in row $\uparrow\downarrow$ and column $\downarrow\uparrow$ is

$$\frac12\cdot\frac i2-\left(-\frac i2\right)\frac12=\frac i2,$$

and the transposed element is $-i/2$. The elements between $\uparrow\uparrow$ and $\downarrow\downarrow$ again cancel. Thus $\uparrow\uparrow$ and $\downarrow\downarrow$ are eigenstates with energy $K/4$, and the antiparallel states carry the Hermitian block

$$h=\begin{pmatrix}-K/4&(J+iD)/2\\(J-iD)/2&-K/4\end{pmatrix}.$$

Its secular determinant is

$$\left(z+\frac K4\right)^2-\frac{(J+iD)(J-iD)}4=\left(z+\frac K4\right)^2-\frac{J^2+D^2}4=(z-E_+)(z-E_-).$$

The two parallel states contribute the remaining factor $(z-K/4)^2$.

The only states that $H$ joins, $\uparrow\downarrow$ and $\downarrow\uparrow$, both have total $S_z=0$, so $H$ commutes with the total $S_z$. For $S^2$, write $S^2=\tfrac32+2\,\mathbf S_1\cdot\mathbf S_2$. It equals $2$ on each parallel state, where $H$ is also diagonal, and it is $\begin{pmatrix}1&1\\1&1\end{pmatrix}$ on the antiparallel block. There

$$\left[h,\begin{pmatrix}1&1\\1&1\end{pmatrix}\right]=\begin{pmatrix}iD&0\\0&-iD\end{pmatrix}.$$

On the whole space this reads $[H,S^2]=iD(S_z\otimes1-1\otimes S_z)$, which vanishes exactly when $D=0$.

## The case $J=3$, $D=4$, $K=2$, and the isotropic limit

With these values $\sqrt{J^2+D^2}=5$, so the energies are $\tfrac12,\tfrac12,2,-3$. Their sum is zero, as the trace of $H$ requires. The normalised ground state is

$$\frac1{\sqrt2}\left(\uparrow\downarrow-\frac{3-4i}5\downarrow\uparrow\right).$$

Its expectation value of $S^2$ is $1-\tfrac35=\tfrac25$, so it is neither a singlet nor a triplet state.

For $D=0$ and $K=J$ the model becomes the isotropic Heisenberg dimer, with energy $J/4$ three times and $-3J/4$ once. If $J>0$, the third triplet level is $E_+$; if $J<0$, it is $E_-$.

## Spin matrices and the two-site space

In Lean 4 with Mathlib:

```lean
import Mathlib

open Matrix
open scoped Kronecker
open Complex (I)
open Polynomial (X C)

namespace AnisotropicSpinDimer

noncomputable section
```

The one-site operators are the usual spin matrices, with index `0` for up and `1` for down.

```lean
/-- The spin-1/2 operator `Sx` in the basis `↑, ↓`, with `ħ = 1`. -/
def sx : Matrix (Fin 2) (Fin 2) ℂ := !![0, 1 / 2; 1 / 2, 0]

/-- The spin-1/2 operator `Sy` in the basis `↑, ↓`, with `ħ = 1`. -/
def sy : Matrix (Fin 2) (Fin 2) ℂ := !![0, -I / 2; I / 2, 0]

/-- The spin-1/2 operator `Sz` in the basis `↑, ↓`, with `ħ = 1`. -/
def sz : Matrix (Fin 2) (Fin 2) ℂ := !![1 / 2, 0; 0, -1 / 2]
```

Mathlib indexes a Kronecker product by pairs. `basisLabel` lists these pairs in the chosen order, and `kron` uses the list to give an ordinary $4\times4$ matrix with indices 0 to 3.

```lean
/-- The ordered product basis `↑↑, ↑↓, ↓↑, ↓↓` of the two sites (`0` is up, `1` is down). -/
def basisLabel : Fin 4 → Fin 2 × Fin 2 := ![(0, 0), (0, 1), (1, 0), (1, 1)]

/-- The two-site operator `A ⊗ B`, with `A` on site 1 and `B` on site 2, in the ordered
product basis. -/
def kron (A B : Matrix (Fin 2) (Fin 2) ℂ) : Matrix (Fin 4) (Fin 4) ℂ :=
  (A ⊗ₖ B).submatrix basisLabel basisLabel
```

A total spin component is the sum of the one-site operators, and `totalSq` is the sum of the squares of the three components.

```lean
/-- The sum `s ⊗ 1 + 1 ⊗ s` of a one-site operator over both sites. -/
def total (s : Matrix (Fin 2) (Fin 2) ℂ) : Matrix (Fin 4) (Fin 4) ℂ :=
  kron s 1 + kron 1 s

/-- The square of the total spin, `S² = Sx² + Sy² + Sz²`. -/
def totalSq : Matrix (Fin 4) (Fin 4) ℂ :=
  total sx * total sx + total sy * total sy + total sz * total sz
```

## The Hamiltonian and its energies

The couplings have type `ℝ` and are converted to complex numbers inside the matrix, so their reality is part of the statement.

```lean
/-- The dimer Hamiltonian `J (Sx Sx + Sy Sy) + K Sz Sz + D (Sx Sy - Sy Sx)`. -/
def dimer (J K D : ℝ) : Matrix (Fin 4) (Fin 4) ℂ :=
  (J : ℂ) • (kron sx sx + kron sy sy) + (K : ℂ) • kron sz sz
    + (D : ℂ) • (kron sx sy - kron sy sx)
```

The quantity called `gap` is the separation $E_+-E_-$. It need not be the distance from the ground state to the first excited level, because $K/4$ may lie between the two.

```lean
/-- The energy scale `√(J² + D²)`. -/
def gap (J D : ℝ) : ℝ := Real.sqrt (J ^ 2 + D ^ 2)

/-- The energy `E₊ = -K/4 + √(J² + D²)/2`. -/
def ePlus (J K D : ℝ) : ℝ := -K / 4 + gap J D / 2

/-- The energy `E₋ = -K/4 - √(J² + D²)/2`. -/
def eMinus (J K D : ℝ) : ℝ := -K / 4 - gap J D / 2
```

## Matrix elements

The first lemma writes out all sixteen entries of $A\otimes B$; each follows directly from the definitions.

```lean
/-- The matrix elements of `A ⊗ B` in the ordered product basis. -/
theorem kron_explicit (A B : Matrix (Fin 2) (Fin 2) ℂ) :
    kron A B =
      !![A 0 0 * B 0 0, A 0 0 * B 0 1, A 0 1 * B 0 0, A 0 1 * B 0 1;
         A 0 0 * B 1 0, A 0 0 * B 1 1, A 0 1 * B 1 0, A 0 1 * B 1 1;
         A 1 0 * B 0 0, A 1 0 * B 0 1, A 1 1 * B 0 0, A 1 1 * B 0 1;
         A 1 0 * B 1 0, A 1 0 * B 1 1, A 1 1 * B 1 0, A 1 1 * B 1 1] := by
  ext i j
  fin_cases i <;> fin_cases j <;> rfl
```

The next proof treats the three exchange terms separately, as in the derivation above. `hxy` gives the real flip amplitude, `hz` the diagonal part and `hdm` the imaginary flip amplitude. Where two $S_y$ entries meet, `linear_combination` supplies $i^2=-1$.

```lean
/-- The Hamiltonian has `K/4` on `↑↑` and `↓↓`, `-K/4` on `↑↓` and `↓↑`, and couples only
`↑↓` with `↓↑`, through `(J ± i D)/2`. -/
theorem dimer_explicit (J K D : ℝ) :
    dimer J K D =
      !![(K : ℂ) / 4, 0, 0, 0;
         0, -(K : ℂ) / 4, ((J : ℂ) + I * (D : ℂ)) / 2, 0;
         0, ((J : ℂ) - I * (D : ℂ)) / 2, -(K : ℂ) / 4, 0;
         0, 0, 0, (K : ℂ) / 4] := by
  -- the in-plane exchange flips `↑↓ ↔ ↓↑`
  have hxy : kron sx sx + kron sy sy =
      !![0, 0, 0, 0; 0, 0, 1 / 2, 0; 0, 1 / 2, 0, 0; 0, 0, 0, 0] := by
    ext i j
    fin_cases i <;> fin_cases j <;> simp [kron_explicit, sx, sy] <;>
      first
        | ring1
        | linear_combination (1 / 4 : ℂ) * Complex.I_sq
        | linear_combination (-1 / 4 : ℂ) * Complex.I_sq
  -- the axial exchange is diagonal
  have hz : kron sz sz =
      !![1 / 4, 0, 0, 0; 0, -1 / 4, 0, 0; 0, 0, -1 / 4, 0; 0, 0, 0, 1 / 4] := by
    ext i j
    fin_cases i <;> fin_cases j <;> simp [kron_explicit, sz] <;> ring1
  -- the antisymmetric exchange flips with an imaginary amplitude
  have hdm : kron sx sy - kron sy sx =
      !![0, 0, 0, 0; 0, 0, I / 2, 0; 0, -I / 2, 0, 0; 0, 0, 0, 0] := by
    ext i j
    fin_cases i <;> fin_cases j <;> simp [kron_explicit, sx, sy] <;>
      ring1
  unfold dimer
  rw [hxy, hz, hdm]
  ext i j
  fin_cases i <;> fin_cases j <;> simp <;> ring1
```

Hermiticity is then checked entry by entry; the substantive case is that $(J+iD)/2$ and $(J-iD)/2$ are conjugate.

```lean
/-- For real couplings the Hamiltonian is Hermitian. -/
theorem dimer_hermitian (J K D : ℝ) : (dimer J K D)ᴴ = dimer J K D := by
  rw [dimer_explicit]
  ext i j
  fin_cases i <;> fin_cases j <;> simp [Matrix.conjTranspose_apply] <;>
    first
      | ring1
      | (simp [Complex.ext_iff]; done)
      | (norm_num [Complex.ext_iff]; done)
```

The total spin components are computed in the same way. Squaring and adding them gives the matrix of $S^2$, without the identity for $\mathbf S_1\cdot\mathbf S_2$ used above.

```lean
/-- The three components of the total spin in the ordered product basis. -/
theorem total_explicit :
    total sx = !![0, 1 / 2, 1 / 2, 0; 1 / 2, 0, 0, 1 / 2;
                  1 / 2, 0, 0, 1 / 2; 0, 1 / 2, 1 / 2, 0] ∧
    total sy = !![0, -I / 2, -I / 2, 0; I / 2, 0, 0, -I / 2;
                  I / 2, 0, 0, -I / 2; 0, I / 2, I / 2, 0] ∧
    total sz = !![1, 0, 0, 0; 0, 0, 0, 0; 0, 0, 0, 0; 0, 0, 0, -1] := by
  refine ⟨?_, ?_, ?_⟩ <;> ext i j <;> fin_cases i <;> fin_cases j <;>
    simp [total, kron_explicit, sx, sy, sz, Matrix.one_apply] <;> ring1

/-- The square of the total spin in the ordered product basis. -/
theorem totalSq_explicit :
    totalSq = !![2, 0, 0, 0; 0, 1, 1, 0; 0, 1, 1, 0; 0, 0, 0, 2] := by
  obtain ⟨hx, hy, hz⟩ := total_explicit
  unfold totalSq
  rw [hx, hy, hz]
  ext i j
  fin_cases i <;> fin_cases j <;> simp [Matrix.mul_apply, Fin.sum_univ_succ] <;>
    first
      | ring1
      | linear_combination (1 / 2 : ℂ) * Complex.I_sq
      | linear_combination (-1 / 2 : ℂ) * Complex.I_sq
```

## From the secular determinant to the eigenvalues

In `secular_det`, `hM` writes out $z-H$, and `hdet` evaluates the determinant of a matrix with this block shape. `hr` states that the square of `gap` is $J^2+D^2$. The last line combines `hr` with $i^2=-1$, which is the step $(J+iD)(J-iD)=J^2+D^2$.

```lean
/-- The secular determinant factorises as `(z - K/4)² (z - E₊) (z - E₋)`. -/
theorem secular_det (J K D : ℝ) (z : ℂ) :
    (z • (1 : Matrix (Fin 4) (Fin 4) ℂ) - dimer J K D).det =
      (z - (K : ℂ) / 4) ^ 2 * (z - (ePlus J K D : ℂ)) * (z - (eMinus J K D : ℂ)) := by
  have hM : z • (1 : Matrix (Fin 4) (Fin 4) ℂ) - dimer J K D =
      !![z - (K : ℂ) / 4, 0, 0, 0;
         0, z - -(K : ℂ) / 4, -(((J : ℂ) + I * (D : ℂ)) / 2), 0;
         0, -(((J : ℂ) - I * (D : ℂ)) / 2), z - -(K : ℂ) / 4, 0;
         0, 0, 0, z - (K : ℂ) / 4] := by
    rw [dimer_explicit]
    ext i j
    fin_cases i <;> fin_cases j <;> simp [Matrix.one_apply] <;> ring1
  -- determinant of a matrix with two 1 × 1 blocks and one 2 × 2 block
  have hdet : ∀ a b c d : ℂ,
      Matrix.det !![a, 0, 0, 0; 0, b, c, 0; 0, d, b, 0; 0, 0, 0, a]
        = a ^ 2 * (b ^ 2 - c * d) := by
    intro a b c d
    first
      | (rw [Matrix.det_succ_row_zero]
         simp [Fin.sum_univ_succ, Matrix.det_fin_three]
         ring1)
      | (simp [Matrix.det_succ_row_zero, Fin.sum_univ_succ, Fin.succAbove]
         ring1)
      | (simp [Matrix.det_succ_row_zero, Fin.sum_univ_succ]
         ring1)
  -- the squared modulus of the coupling `J + i D`
  have hr : ((gap J D : ℝ) : ℂ) ^ 2 = (J : ℂ) ^ 2 + (D : ℂ) ^ 2 := by
    have h : gap J D ^ 2 = J ^ 2 + D ^ 2 := by
      unfold gap
      exact Real.sq_sqrt (by positivity)
    exact_mod_cast h
  rw [hM, hdet]
  simp only [ePlus, eMinus]
  push_cast
  linear_combination ((z - (K : ℂ) / 4) ^ 2 / 4) * hr
    + ((z - (K : ℂ) / 4) ^ 2 * (D : ℂ) ^ 2 / 4) * Complex.I_sq
```

The determinant formula holds for every complex $z$. Two complex polynomials that agree at every point are equal, and `Polynomial.funext` turns this into the factorised characteristic polynomial.

```lean
/-- The characteristic polynomial of the Hamiltonian is `(X - K/4)² (X - E₊) (X - E₋)`. -/
theorem dimer_charpoly (J K D : ℝ) :
    (dimer J K D).charpoly =
      (X - C ((K : ℂ) / 4)) ^ 2 * (X - C (ePlus J K D : ℂ)) * (X - C (eMinus J K D : ℂ)) := by
  apply Polynomial.funext
  intro z
  have h : ∀ M : Matrix (Fin 4) (Fin 4) ℂ,
      M.charpoly.eval z = (z • (1 : Matrix (Fin 4) (Fin 4) ℂ) - M).det := by
    intro M
    rw [Matrix.eval_charpoly]
    refine congrArg Matrix.det ?_
    ext i j
    by_cases hij : i = j <;> simp [hij, Matrix.diagonal_apply, Matrix.one_apply]
  rw [h, secular_det]
  simp only [Polynomial.eval_mul, Polynomial.eval_pow, Polynomial.eval_sub,
    Polynomial.eval_X, Polynomial.eval_C]
```

A separate theorem connects the roots with states: a nonzero vector satisfying $Hv=zv$ exists exactly when $z$ is one of the three listed values. The proof rewrites the equation as $(z-H)v=0$ and uses the fact that a square matrix has a nonzero kernel vector exactly when its determinant vanishes.

```lean
/-- A complex number `z` has a nonzero state with `H v = z v` exactly when it equals
`K/4`, `E₊` or `E₋`. -/
theorem eigenvalue_iff (J K D : ℝ) (z : ℂ) :
    (∃ v : Fin 4 → ℂ, v ≠ 0 ∧ dimer J K D *ᵥ v = z • v) ↔
      z = (K : ℂ) / 4 ∨ z = (ePlus J K D : ℂ) ∨ z = (eMinus J K D : ℂ) := by
  have key : ∀ v : Fin 4 → ℂ,
      (z • (1 : Matrix (Fin 4) (Fin 4) ℂ) - dimer J K D) *ᵥ v = 0 ↔
        dimer J K D *ᵥ v = z • v := by
    intro v
    have h1 : (z • (1 : Matrix (Fin 4) (Fin 4) ℂ)) *ᵥ v = z • v := by
      ext i
      simp [Matrix.mulVec, dotProduct, Matrix.one_apply]
    rw [Matrix.sub_mulVec, h1, sub_eq_zero]
    exact eq_comm
  have h2 : (∃ v : Fin 4 → ℂ, v ≠ 0 ∧ dimer J K D *ᵥ v = z • v) ↔
      (∃ v : Fin 4 → ℂ, v ≠ 0 ∧
        (z • (1 : Matrix (Fin 4) (Fin 4) ℂ) - dimer J K D) *ᵥ v = 0) :=
    exists_congr fun v => and_congr_right fun _ => (key v).symm
  -- a nonzero kernel vector exists exactly when the secular determinant vanishes
  rw [h2, Matrix.exists_mulVec_eq_zero_iff, secular_det]
  simp only [pow_two, mul_eq_zero, sub_eq_zero]
  tauto
```

## The two commutators

For the total $S_z$, both products are multiplied out and compared.

```lean
/-- The Hamiltonian commutes with the total `Sz` for all couplings. -/
theorem commute_totalSz (J K D : ℝ) :
    dimer J K D * total sz = total sz * dimer J K D := by
  rw [dimer_explicit, total_explicit.2.2]
  ext i j
  fin_cases i <;> fin_cases j <;> simp [Matrix.mul_apply, Fin.sum_univ_succ] <;> ring1
```

For $S^2$, the file proves the full commutator identity, from which the condition on $D$ follows.

```lean
/-- The commutator of the Hamiltonian with `S²` is `i D (Sz ⊗ 1 - 1 ⊗ Sz)`. -/
theorem commutator_totalSq (J K D : ℝ) :
    dimer J K D * totalSq - totalSq * dimer J K D =
      (I * (D : ℂ)) • (kron sz 1 - kron 1 sz) := by
  have hd : kron sz 1 - kron 1 sz =
      !![0, 0, 0, 0; 0, 1, 0, 0; 0, 0, -1, 0; 0, 0, 0, 0] := by
    ext i j
    fin_cases i <;> fin_cases j <;> simp [kron_explicit, sz, Matrix.one_apply] <;>
      ring1
  rw [dimer_explicit, totalSq_explicit, hd]
  ext i j
  fin_cases i <;> fin_cases j <;> simp [Matrix.mul_apply, Fin.sum_univ_succ] <;> ring1
```

If $H$ and $S^2$ commute, the left side of the identity is zero. The proof reads off the entry with indices `1 1`, which belongs to $\uparrow\downarrow$. There $S_z\otimes1-1\otimes S_z$ equals $1$, so $iD=0$ and hence $D=0$. Conversely, setting $D=0$ makes the right side vanish.

```lean
/-- The Hamiltonian commutes with `S²` if and only if `D = 0`. -/
theorem commute_totalSq_iff (J K D : ℝ) :
    dimer J K D * totalSq = totalSq * dimer J K D ↔ D = 0 := by
  constructor
  · intro h
    have hc := commutator_totalSq J K D
    rw [h, sub_self] at hc
    -- read off the `↑↓, ↑↓` element of the commutator
    have e : (kron sz 1 - kron 1 sz) 1 1 = 1 := by
      simp [kron_explicit, sz, Matrix.one_apply] <;>
        ring1
    have h2 := congrFun (congrFun hc 1) 1
    rw [Matrix.zero_apply, Matrix.smul_apply, e] at h2
    simpa using h2
  · intro h
    apply sub_eq_zero.mp
    rw [commutator_totalSq, h]
    simp
```

## The combined statement

The final theorem says that, for all real $J$, $K$ and $D$, the matrix is Hermitian, has the stated characteristic polynomial, commutes with the total $S_z$, and commutes with $S^2$ if and only if $D=0$. No sign or size of the couplings is assumed.

```lean
/-- The dimer Hamiltonian is Hermitian with characteristic polynomial
`(X - K/4)² (X - E₊) (X - E₋)`; it commutes with the total `Sz`, and it commutes with `S²`
if and only if `D = 0`. -/
theorem dimer_spectrum_and_symmetry (J K D : ℝ) :
    (dimer J K D)ᴴ = dimer J K D ∧
    (dimer J K D).charpoly =
      (X - C ((K : ℂ) / 4)) ^ 2 * (X - C (ePlus J K D : ℂ)) * (X - C (eMinus J K D : ℂ)) ∧
    dimer J K D * total sz = total sz * dimer J K D ∧
    (dimer J K D * totalSq = totalSq * dimer J K D ↔ D = 0) :=
  ⟨dimer_hermitian J K D, dimer_charpoly J K D, commute_totalSz J K D,
    commute_totalSq_iff J K D⟩

end

end AnisotropicSpinDimer
```

The model has two sites, no magnetic field, and an antisymmetric exchange vector along $z$. Commuting with $S^2$ is also weaker than full rotational symmetry: at $D=0$ with $K\neq J$, the total spin is a good quantum number although the triplet is split.

For this two-site model, the formulas provide reference energies for an exact-diagonalisation program. The commutators show which symmetry blocks the dimer has: sectors of total $S_z$ for all couplings, and sectors of total spin only when $D=0$. The second rule does not carry over to larger clusters in general: in an open chain of three sites with the same exchange on both bonds, $D=0$ and $K\neq J$, the Hamiltonian no longer commutes with $S^2$.

```lean
#print axioms AnisotropicSpinDimer.eigenvalue_iff
#print axioms AnisotropicSpinDimer.dimer_spectrum_and_symmetry
```

```
'AnisotropicSpinDimer.eigenvalue_iff' depends on axioms: [propext, Classical.choice, Quot.sound]
'AnisotropicSpinDimer.dimer_spectrum_and_symmetry' depends on axioms: [propext, Classical.choice, Quot.sound]
```
